# Mott's thermopower formula is exact for a linear transport function

Measure the energy $x$ from the chemical potential, and take $k_B=1$ and carrier charge $+1$. If a conductor's carriers are independent and scatter elastically, and their energy-resolved conductivity is modelled by $\sigma(x)=a+bx$ with $a\neq0$, then at every temperature $T>0$ their thermopower $S$ and their Lorenz ratio $\mathcal L$ at zero electric current are
$$S=\frac{\pi^2}{3}\,\frac{Tb}{a},\qquad \mathcal L=\frac{\pi^2}{3}-S^2 .$$

## Transport through the thermal window

A temperature gradient drives charge as well as heat. The thermopower measures the voltage per unit temperature difference that stops the charge current, and $\mathcal L$ is the carriers' thermal conductivity in that state divided by $T$ times the electrical conductivity.

Let $x$ be the energy measured from the chemical potential, with $k_B=1$ and carrier charge $+1$; for electrons $S$ changes sign. With the Fermi function $f(x)=1/(e^{x/T}+1)$, define
$$w(x)=-f'(x)=\frac{1}{4T\cosh^2(x/2T)},\qquad L_n=\int_{-\infty}^{\infty}\sigma(x)\,x^n w(x)\,dx,$$
$$S=\frac{L_1}{TL_0},\qquad \mathcal L=\frac{L_2-L_1^2/L_0}{T^2L_0}.$$

For a general smooth $\sigma$ of at most polynomial growth with $\sigma(0)\neq0$, Mott's formula $S=\frac{\pi^2}{3}\,T\sigma'(0)/\sigma(0)$ is a low-temperature approximation; linearity makes it exact.

## Three moments give the coefficients

Write $M_k=\int x^k w\,dx$. Since $f$ falls from 1 to 0, $M_0=1$. Since $w$ is even, $M_1=M_3=0$. For $x>0$,
$$w(x)=\frac{e^{-x/T}}{T(1+e^{-x/T})^2}=\frac1T\sum_{n\ge1}(-1)^{n+1}n\,e^{-nx/T}.$$
Using $\int_0^\infty x^2e^{-nx/T}dx=2T^3/n^3$ and doubling the half-line,
$$M_2=4T^2\sum_{n\ge1}\frac{(-1)^{n+1}}{n^2}=4T^2\,\frac{\pi^2}{12}=\frac{\pi^2T^2}{3}.$$
Termwise integration is allowed because the integrals of the absolute values sum to a finite number. The alternating sum is the odd part of $\sum 1/n^2=\pi^2/6$ minus the even part: $\pi^2/8-\pi^2/24$.

Hence $L_0=a$, $L_1=bM_2$ and $L_2=aM_2$. Division gives $S$, and
$$\mathcal L=\frac{M_2}{T^2}-\frac{L_1^2}{T^2a^2}=\frac{\pi^2}{3}-S^2.$$
So $\mathcal L=\pi^2/3$ exactly when $b=0$.

A curvature term $cx^2$ changes $L_0$ to $a+cM_2$ and leaves $L_1$ alone. If this $L_0$ is nonzero, $S(a+cM_2)=\pi^2Tb/3$. Mott's relation $aS=\pi^2Tb/3$ then requires $cS=0$, so $c=0$ or $b=0$; either condition also suffices.

## Numbers for $a=b=1$, $T=0.1$

Here $L_0=1$ and $L_1=L_2\approx0.03290$. Thus $S\approx0.3290$ and $\mathcal L\approx3.28987-0.10823=3.18164$.

## The statement in Lean

`fermi` and `window` are $f$ and $w$; `onsager σ T n` is $L_n$, without the charge and temperature factors that some textbooks include. `seebeck` is $S$ and `lorenz` is $\mathcal L$. `mott_formula_exact` assumes `0 < T` and `a ≠ 0`, with $b$ any real number. Its first conclusion, $L_0\neq0$, ensures that the quotients are genuine.

The function $\sigma$ is given, not derived from a Hamiltonian. A real conductor has $\sigma\ge0$, so only $a>0$ is physical, although the theorem also allows $a<0$. For $b\neq0$ a linear $\sigma$ becomes negative at some energy, so it can represent a real conductor only at energies where $a+bx\ge0$; the error from replacing the true $\sigma$ by this line is not bounded here. At temperatures where $S^2>\pi^2/3$ the model even gives a negative $\mathcal L$, which is unphysical. In electronic-structure work, the linear model supplies exact values for checking a numerical Kubo-Greenwood energy integral.

```lean
import Mathlib

open Real MeasureTheory Set Filter Topology

namespace KuboGreenwoodThermopower

noncomputable section

/-- The Fermi function at temperature `T ≠ 0`, with energy `x` measured from the chemical
potential. -/
def fermi (T x : ℝ) : ℝ := 1 / (Real.exp (x / T) + 1)

/-- The thermal window `1 / (4 T cosh² (x / 2T))`, for `T ≠ 0`. -/
def window (T x : ℝ) : ℝ := 1 / (4 * T * Real.cosh (x / (2 * T)) ^ 2)

/-- The Kubo-Greenwood coefficient `L_n` of a transport function `σ`, for `T ≠ 0` and a convergent
integral. -/
def onsager (σ : ℝ → ℝ) (T : ℝ) (n : ℕ) : ℝ := ∫ x, σ x * x ^ n * window T x

/-- The thermopower `L₁ / (T L₀)`, for `T ≠ 0`, `L₀ ≠ 0` and convergent integrals. -/
def seebeck (σ : ℝ → ℝ) (T : ℝ) : ℝ := onsager σ T 1 / (T * onsager σ T 0)

/-- The Lorenz ratio at zero electric current, for `T ≠ 0`, `L₀ ≠ 0` and convergent integrals. -/
def lorenz (σ : ℝ → ℝ) (T : ℝ) : ℝ :=
  (onsager σ T 2 - onsager σ T 1 ^ 2 / onsager σ T 0) / (T ^ 2 * onsager σ T 0)

/-- For `T > 0` the thermal window is a rational function of the Boltzmann factor. -/
theorem window_eq {T : ℝ} (hT : 0 < T) (x : ℝ) :
    window T x = Real.exp (-(x / T)) / (T * (1 + Real.exp (-(x / T))) ^ 2) := by
  have h1 : Real.exp (-(x / T)) = Real.exp (-(x / (2 * T))) ^ 2 := by
    rw [← Real.exp_nat_mul]
    congr 1
    push_cast
    field_simp
  have h2 : Real.exp (x / (2 * T)) = (Real.exp (-(x / (2 * T))))⁻¹ := by
    rw [Real.exp_neg, inv_inv]
  have hu := Real.exp_pos (-(x / (2 * T)))
  rw [window, Real.cosh_eq, h1, h2]
  generalize Real.exp (-(x / (2 * T))) = u at hu ⊢
  have hp : 1 + u ^ 2 ≠ 0 := by positivity
  have h3 : u⁻¹ + u = (1 + u ^ 2) / u := by field_simp
  rw [h3]
  field_simp
  ring

/-- For `T > 0` the thermal window is minus the energy derivative of the Fermi function. -/
theorem hasDerivAt_fermi {T : ℝ} (hT : 0 < T) (x : ℝ) :
    HasDerivAt (fermi T) (-window T x) x := by
  have hu := Real.exp_pos (x / T)
  have h : HasDerivAt (fun y => Real.exp (y / T) + 1) (Real.exp (x / T) * (1 / T)) x :=
    (((hasDerivAt_id' x).div_const T).exp).add_const 1
  have h2 := (hasDerivAt_const x (1 : ℝ)).fun_div h (by positivity)
  refine HasDerivAt.congr_deriv (f := fermi T) h2 ?_
  show (0 * (Real.exp (x / T) + 1) - 1 * (Real.exp (x / T) * (1 / T))) /
    (Real.exp (x / T) + 1) ^ 2 = _
  rw [window_eq hT, Real.exp_neg]
  generalize Real.exp (x / T) = u at hu ⊢
  have hp : u + 1 ≠ 0 := by positivity
  have h3 : 1 + u⁻¹ = (u + 1) / u := by field_simp
  rw [h3]
  field_simp
  ring

/-- The moments of a decaying exponential with rate `r > 0` on the half-line. -/
theorem integral_pow_exp (k : ℕ) {r : ℝ} (hr : 0 < r) :
    ∫ x in Ioi (0 : ℝ), x ^ k * Real.exp (-(r * x)) = k.factorial / r ^ (k + 1) := by
  have h := Real.integral_rpow_mul_exp_neg_mul_Ioi (a := (k : ℝ) + 1) (by positivity) hr
  rw [Real.Gamma_nat_eq_factorial, add_sub_cancel_right] at h
  simp only [Real.rpow_natCast] at h
  have e := Real.rpow_natCast (1 / r) (k + 1)
  rw [Nat.cast_add, Nat.cast_one] at e
  rw [h, e, one_div, inv_pow, div_eq_inv_mul]

/-- For `T > 0` every moment of the thermal window converges. -/
theorem integrable_moment {T : ℝ} (hT : 0 < T) (k : ℕ) :
    Integrable fun x : ℝ => x ^ k * window T x := by
  have hr : 0 < T⁻¹ := inv_pos.mpr hT
  -- the dominating function has a nonzero integral, hence is integrable
  have hdom : Integrable fun x : ℝ => |x| ^ k * Real.exp (-(T⁻¹ * |x|)) := by
    by_contra h
    have h1 : ∫ x : ℝ, |x| ^ k * Real.exp (-(T⁻¹ * |x|)) =
        2 * ∫ x in Ioi (0 : ℝ), x ^ k * Real.exp (-(T⁻¹ * x)) :=
      integral_comp_abs (f := fun x => x ^ k * Real.exp (-(T⁻¹ * x)))
    rw [integral_undef h, integral_pow_exp k hr] at h1
    have : (0 : ℝ) < k.factorial / T⁻¹ ^ (k + 1) := by positivity
    linarith
  have hc : Measurable fun x : ℝ => Real.cosh (x / (2 * T)) :=
    (Real.continuous_cosh.comp (continuous_id.div_const _)).measurable
  have hm : Measurable fun x : ℝ => x ^ k * window T x :=
    (measurable_id.pow_const k).mul
      (measurable_const.div (measurable_const.mul (hc.pow_const 2)))
  refine (hdom.const_mul T⁻¹).mono' hm.aestronglyMeasurable (Eventually.of_forall fun x => ?_)
  show ‖x ^ k * window T x‖ ≤ T⁻¹ * (|x| ^ k * Real.exp (-(T⁻¹ * |x|)))
  have hw0 : 0 ≤ window T x := by unfold window; positivity
  have hw : window T x ≤ T⁻¹ * Real.exp (-(T⁻¹ * |x|)) := by
    have ha : window T x = window T |x| := by
      rcases abs_choice x with h | h <;> simp [window, h, neg_div]
    have hu := Real.exp_pos (-(T⁻¹ * |x|))
    rw [ha, window_eq hT, div_eq_inv_mul |x| T]
    generalize Real.exp (-(T⁻¹ * |x|)) = u at hu ⊢
    rw [div_le_iff₀ (by positivity)]
    have e : T⁻¹ * u * (T * (1 + u) ^ 2) = u * (1 + u) ^ 2 := by field_simp
    rw [e]
    nlinarith [mul_pos hu hu, pow_pos hu 3]
  rw [norm_mul, norm_pow, Real.norm_eq_abs, Real.norm_of_nonneg hw0]
  calc |x| ^ k * window T x ≤ |x| ^ k * (T⁻¹ * Real.exp (-(T⁻¹ * |x|))) :=
        mul_le_mul_of_nonneg_left hw (by positivity)
    _ = _ := by ring

/-- For `T > 0` the thermal window has unit weight. -/
theorem integral_window {T : ℝ} (hT : 0 < T) : ∫ x, window T x = 1 := by
  have hi : Integrable fun x => window T x := by simpa using integrable_moment hT 0
  have hb : Tendsto (fun x => Real.exp (x / T)) atBot (𝓝 0) :=
    Real.tendsto_exp_atBot.comp (tendsto_id.atBot_div_const hT)
  have ht : Tendsto (fun x => Real.exp (x / T)) atTop atTop :=
    Real.tendsto_exp_atTop.comp (tendsto_id.atTop_div_const hT)
  have hbot : Tendsto (fun x => 1 / (Real.exp (x / T) + 1)) atBot (𝓝 (1 / (0 + 1))) :=
    (tendsto_const_nhds (x := (1 : ℝ))).div (hb.add_const 1) (by norm_num)
  have htop : Tendsto (fun x => 1 / (Real.exp (x / T) + 1)) atTop (𝓝 0) :=
    (tendsto_const_nhds (x := (1 : ℝ))).div_atTop (tendsto_atTop_add_const_right _ 1 ht)
  have h := integral_of_hasDerivAt_of_tendsto (hasDerivAt_fermi hT) hi.neg hbot htop
  rw [integral_neg] at h
  linarith

/-- For `T > 0` the second moment of the thermal window is `π² T² / 3`. -/
theorem second_moment {T : ℝ} (hT : 0 < T) :
    ∫ x, x ^ 2 * window T x = π ^ 2 / 3 * T ^ 2 := by
  -- the alternating sum of inverse squares, from its even and odd parts
  have halt : HasSum (fun n : ℕ => (-1 : ℝ) ^ (n + 1) / (n : ℝ) ^ 2) (π ^ 2 / 12) := by
    have he : HasSum (fun k : ℕ => 1 / ((2 * k : ℕ) : ℝ) ^ 2) (π ^ 2 / 24) := by
      have e : (fun k : ℕ => 1 / ((2 * k : ℕ) : ℝ) ^ 2) =
          fun k : ℕ => (1 / 4 : ℝ) * (1 / (k : ℝ) ^ 2) := by
        funext k
        push_cast
        ring
      rw [e, show π ^ 2 / 24 = 1 / 4 * (π ^ 2 / 6) by ring]
      exact hasSum_zeta_two.mul_left _
    obtain ⟨s, hs⟩ : Summable fun k : ℕ => 1 / ((2 * k + 1 : ℕ) : ℝ) ^ 2 :=
      hasSum_zeta_two.summable.comp_injective (i := fun k : ℕ => 2 * k + 1)
        (fun a b h => by have h' : 2 * a + 1 = 2 * b + 1 := h; omega)
    have hv := (HasSum.even_add_odd (f := fun n : ℕ => 1 / (n : ℝ) ^ 2) he hs).unique
      hasSum_zeta_two
    have h1 : HasSum (fun k : ℕ => (-1 : ℝ) ^ (2 * k + 1) / ((2 * k : ℕ) : ℝ) ^ 2)
        (-(π ^ 2 / 24)) := by
      have e : (fun k : ℕ => (-1 : ℝ) ^ (2 * k + 1) / ((2 * k : ℕ) : ℝ) ^ 2) =
          fun k : ℕ => -(1 / ((2 * k : ℕ) : ℝ) ^ 2) := by
        funext k
        have ho : Odd (2 * k + 1) := ⟨k, rfl⟩
        rw [ho.neg_one_pow, neg_div]
      rw [e]
      exact he.neg
    have h2 : HasSum (fun k : ℕ => (-1 : ℝ) ^ (2 * k + 1 + 1) / ((2 * k + 1 : ℕ) : ℝ) ^ 2)
        s := by
      have e : (fun k : ℕ => (-1 : ℝ) ^ (2 * k + 1 + 1) / ((2 * k + 1 : ℕ) : ℝ) ^ 2) =
          fun k : ℕ => 1 / ((2 * k + 1 : ℕ) : ℝ) ^ 2 := by
        funext k
        have hk : Even (2 * k + 1 + 1) := ⟨k + 1, by omega⟩
        rw [hk.neg_one_pow]
      rw [e]
      exact hs
    rw [show π ^ 2 / 12 = -(π ^ 2 / 24) + s by linarith]
    exact HasSum.even_add_odd (f := fun n : ℕ => (-1 : ℝ) ^ (n + 1) / (n : ℝ) ^ 2) h1 h2
  -- the terms of the expansion in Boltzmann factors
  obtain ⟨F, hF⟩ : ∃ F : ℕ → ℝ → ℝ, ∀ n x, F n x =
      (-1) ^ (n + 1) * ((n : ℝ) / T) * (x ^ 2 * Real.exp (-((n : ℝ) / T * x))) :=
    ⟨_, fun _ _ => rfl⟩
  have hJ : ∀ n : ℕ, (n : ℝ) / T * ∫ x in Ioi (0 : ℝ), x ^ 2 * Real.exp (-((n : ℝ) / T * x)) =
      2 * T ^ 2 * (1 / (n : ℝ) ^ 2) := by
    intro n
    rcases Nat.eq_zero_or_pos n with rfl | hn
    · simp
    · have hn' : (0 : ℝ) < n := Nat.cast_pos.mpr hn
      have h2 : ((Nat.factorial 2 : ℕ) : ℝ) = 2 := by norm_num [Nat.factorial]
      rw [integral_pow_exp 2 (div_pos hn' hT), h2, div_pow]
      simp only [Nat.reduceAdd]
      field_simp
  have hint : ∀ n, Integrable (F n) (volume.restrict (Ioi 0)) := by
    intro n
    rw [show F n = _ from funext (hF n)]
    rcases Nat.eq_zero_or_pos n with rfl | hn
    · simp
    · have hr : 0 < (n : ℝ) / T := div_pos (Nat.cast_pos.mpr hn) hT
      refine Integrable.const_mul ?_ _
      by_contra h
      have h1 := integral_pow_exp 2 hr
      rw [integral_undef h] at h1
      have : (0 : ℝ) < (Nat.factorial 2 : ℕ) / ((n : ℝ) / T) ^ (2 + 1) := by positivity
      linarith
  have hnorm : ∀ n, ∫ x in Ioi (0 : ℝ), ‖F n x‖ = 2 * T ^ 2 * (1 / (n : ℝ) ^ 2) := by
    intro n
    have hpt : ∀ x, ‖F n x‖ = (n : ℝ) / T * (x ^ 2 * Real.exp (-((n : ℝ) / T * x))) := by
      intro x
      have ha : 0 ≤ (n : ℝ) / T := by positivity
      have hb : 0 ≤ x ^ 2 * Real.exp (-((n : ℝ) / T * x)) := by positivity
      rw [hF, norm_mul, norm_mul, norm_pow, norm_neg, norm_one, one_pow, one_mul,
        Real.norm_of_nonneg ha, Real.norm_of_nonneg hb]
    simp only [hpt]
    rw [integral_const_mul, hJ]
  have hval : ∀ n, ∫ x in Ioi (0 : ℝ), F n x =
      2 * T ^ 2 * ((-1) ^ (n + 1) / (n : ℝ) ^ 2) := by
    intro n
    simp only [hF]
    rw [integral_const_mul, mul_assoc, hJ]
    ring
  have hS := hasSum_integral_of_summable_integral_norm hint
    (by simp only [hnorm]; exact hasSum_zeta_two.summable.mul_left _)
  -- on the half-line the expansion sums to `x ^ 2` times the window
  have hsum : ∫ x in Ioi (0 : ℝ), ∑' n, F n x = ∫ x in Ioi (0 : ℝ), x ^ 2 * window T x := by
    refine setIntegral_congr_fun measurableSet_Ioi (fun x hx => ?_)
    show ∑' n, F n x = x ^ 2 * window T x
    have hx' : 0 < x := hx
    have hu : ‖-Real.exp (-(x / T))‖ < 1 := by
      rw [norm_neg, Real.norm_of_nonneg (Real.exp_pos _).le]
      exact Real.exp_lt_one_iff.mpr (neg_lt_zero.mpr (div_pos hx' hT))
    have h := (hasSum_coe_mul_geometric_of_norm_lt_one hu).mul_left (-(x ^ 2 / T))
    refine Eq.trans (tsum_congr fun n => ?_) (h.tsum_eq.trans ?_)
    · have e : Real.exp (-((n : ℝ) / T * x)) = Real.exp (-(x / T)) ^ n := by
        rw [← Real.exp_nat_mul]
        congr 1
        ring
      rw [hF, e, neg_pow (Real.exp (-(x / T))) n]
      ring
    · have hp : 1 + Real.exp (-(x / T)) ≠ 0 := by positivity
      rw [window_eq hT, sub_neg_eq_add]
      generalize Real.exp (-(x / T)) = u at hp ⊢
      field_simp
  have hhalf : ∫ x in Ioi (0 : ℝ), x ^ 2 * window T x = 2 * T ^ 2 * (π ^ 2 / 12) := by
    rw [← hsum]
    exact hS.unique (by simp only [hval]; exact halt.mul_left _)
  have habs : ∫ x : ℝ, |x| ^ 2 * window T |x| = 2 * ∫ x in Ioi (0 : ℝ), x ^ 2 * window T x :=
    integral_comp_abs (f := fun x => x ^ 2 * window T x)
  have hw : ∀ x, window T |x| = window T x := fun x => by
    rcases abs_choice x with h | h <;> simp [window, h, neg_div]
  simp only [sq_abs, hw] at habs
  rw [habs, hhalf]
  ring

/-- The coefficients `L₀`, `L₁`, `L₂` of a quadratic transport function at `T > 0`. -/
theorem onsager_quadratic {T : ℝ} (hT : 0 < T) (a b c : ℝ) :
    onsager (fun x => a + b * x + c * x ^ 2) T 0 = a + π ^ 2 / 3 * T ^ 2 * c ∧
    onsager (fun x => a + b * x + c * x ^ 2) T 1 = π ^ 2 / 3 * T ^ 2 * b ∧
    onsager (fun x => a + b * x + c * x ^ 2) T 2 =
      π ^ 2 / 3 * T ^ 2 * a + c * ∫ x, x ^ 4 * window T x := by
  have hexp : ∀ n, onsager (fun x => a + b * x + c * x ^ 2) T n =
      a * (∫ x, x ^ n * window T x) + b * (∫ x, x ^ (n + 1) * window T x) +
        c * ∫ x, x ^ (n + 2) * window T x := by
    intro n
    have h0 := (integrable_moment hT n).const_mul a
    have h1 := (integrable_moment hT (n + 1)).const_mul b
    have h2 := (integrable_moment hT (n + 2)).const_mul c
    have h01 : Integrable fun x : ℝ =>
        a * (x ^ n * window T x) + b * (x ^ (n + 1) * window T x) := h0.add h1
    rw [← integral_const_mul a, ← integral_const_mul b, ← integral_const_mul c,
      ← integral_add h0 h1, ← integral_add h01 h2]
    refine integral_congr_ae (Eventually.of_forall fun x => ?_)
    dsimp only
    ring
  -- odd moments vanish by parity
  have hodd : ∀ k : ℕ, Odd k → ∫ x, x ^ k * window T x = 0 := by
    intro k hk
    have h := integral_neg_eq_self (fun x : ℝ => x ^ k * window T x) volume
    have h2 : ∀ x : ℝ, (-x) ^ k * window T (-x) = -(x ^ k * window T x) := by
      intro x
      have hw : window T (-x) = window T x := by simp [window, neg_div]
      rw [hk.neg_pow, hw, neg_mul]
    simp only [h2, integral_neg] at h
    linarith
  have m0 : ∫ x, x ^ 0 * window T x = 1 := by simpa using integral_window hT
  have m1 := hodd 1 (by decide)
  have m2 := second_moment hT
  have m3 := hodd 3 (by decide)
  refine ⟨?_, ?_, ?_⟩
  · rw [hexp]
    simp only [Nat.reduceAdd, m0, m1, m2]
    ring
  · rw [hexp]
    simp only [Nat.reduceAdd, m1, m2, m3]
    ring
  · rw [hexp]
    simp only [Nat.reduceAdd, m2, m3]
    ring

/-- Mott's formula is exact at every `T > 0` for a linear transport function `a + b x` with
`a ≠ 0`, and the zero-current Lorenz ratio is `π² / 3` minus the squared thermopower. -/
theorem mott_formula_exact {T a : ℝ} (hT : 0 < T) (ha : a ≠ 0) (b : ℝ) :
    onsager (fun x => a + b * x) T 0 ≠ 0 ∧
    seebeck (fun x => a + b * x) T = π ^ 2 / 3 * T * b / a ∧
    lorenz (fun x => a + b * x) T = π ^ 2 / 3 - seebeck (fun x => a + b * x) T ^ 2 := by
  obtain ⟨h0, h1, h2⟩ := onsager_quadratic hT a b 0
  simp only [zero_mul, mul_zero, add_zero] at h0 h1 h2
  have hT' := hT.ne'
  refine ⟨by rwa [h0], ?_, ?_⟩
  · simp only [seebeck, h0, h1]
    field_simp
  · simp only [lorenz, seebeck, h0, h1, h2]
    field_simp

/-- For a linear transport function `a + b x` with `a ≠ 0` at `T > 0`, the zero-current Lorenz
ratio equals `π² / 3` exactly when the slope `b` vanishes. -/
theorem lorenz_eq_sommerfeld_iff {T a : ℝ} (hT : 0 < T) (ha : a ≠ 0) (b : ℝ) :
    lorenz (fun x => a + b * x) T = π ^ 2 / 3 ↔ b = 0 := by
  obtain ⟨-, hS, hL⟩ := mott_formula_exact hT ha b
  rw [hL, hS]
  constructor
  · intro h
    have h2 : (π ^ 2 / 3 * T * b / a) ^ 2 = 0 := by linarith
    have h3 := (pow_eq_zero_iff two_ne_zero).mp h2
    simpa [hT.ne', ha, Real.pi_ne_zero] using h3
  · intro h
    simp [h]

/-- With a curvature term `c x²` and `L₀ ≠ 0` at `T > 0`, the conductivity in the thermopower is
shifted by `π² T² c / 3`, and Mott's relation holds exactly when `b = 0` or `c = 0`. -/
theorem seebeck_quadratic {T a b c : ℝ} (hT : 0 < T) (hD : a + π ^ 2 / 3 * T ^ 2 * c ≠ 0) :
    seebeck (fun x => a + b * x + c * x ^ 2) T * (a + π ^ 2 / 3 * T ^ 2 * c) =
      π ^ 2 / 3 * T * b ∧
    (a * seebeck (fun x => a + b * x + c * x ^ 2) T = π ^ 2 / 3 * T * b ↔ b = 0 ∨ c = 0) := by
  obtain ⟨h0, h1, -⟩ := onsager_quadratic hT a b c
  have key : seebeck (fun x => a + b * x + c * x ^ 2) T * (a + π ^ 2 / 3 * T ^ 2 * c) =
      π ^ 2 / 3 * T * b := by
    rw [seebeck, h0, h1]
    generalize a + π ^ 2 / 3 * T ^ 2 * c = D at hD ⊢
    field_simp
  refine ⟨key, ?_⟩
  generalize seebeck (fun x => a + b * x + c * x ^ 2) T = S at key ⊢
  constructor
  · intro h
    -- the two relations differ by the curvature term
    have hcS : π ^ 2 / 3 * T ^ 2 * (c * S) = 0 := by linear_combination key - h
    have hk : π ^ 2 / 3 * T ^ 2 ≠ 0 := by positivity
    have hk' : π ^ 2 / 3 * T ≠ 0 := by positivity
    rcases mul_eq_zero.mp ((mul_eq_zero.mp hcS).resolve_left hk) with hc | hS
    · exact Or.inr hc
    · rw [hS, zero_mul] at key
      exact Or.inl ((mul_eq_zero.mp key.symm).resolve_left hk')
  · rintro (hb | hc)
    · rw [hb, mul_zero] at key
      rw [(mul_eq_zero.mp key).resolve_right hD, hb]
      ring
    · rw [hc] at key
      linear_combination key

end

end KuboGreenwoodThermopower
```

```lean
#print axioms KuboGreenwoodThermopower.mott_formula_exact
#print axioms KuboGreenwoodThermopower.lorenz_eq_sommerfeld_iff
#print axioms KuboGreenwoodThermopower.seebeck_quadratic
```

```
'KuboGreenwoodThermopower.mott_formula_exact' depends on axioms: [propext, Classical.choice, Quot.sound]
'KuboGreenwoodThermopower.lorenz_eq_sommerfeld_iff' depends on axioms: [propext, Classical.choice, Quot.sound]
'KuboGreenwoodThermopower.seebeck_quadratic' depends on axioms: [propext, Classical.choice, Quot.sound]
```

## From the window to Mott's formula

`window_eq` rewrites the window in exponentials, and `hasDerivAt_fermi` identifies it as $-f'$. `integrable_moment` bounds $|x^kw|$ by $T^{-1}|x|^ke^{-|x|/T}$, whose half-line integral comes from `integral_pow_exp`. `integral_window` obtains $M_0$ from the limits of $f$.

`second_moment` carries out the series calculation. Its sum starts at $n=0$, where the term is zero. `hasSum_integral_of_summable_integral_norm` exchanges sum and integral, `halt` supplies $\pi^2/12$, and `integral_comp_abs` doubles the half-line.

`onsager_quadratic` combines the moments by linearity and parity. The main theorem sets $c=0$ there, and `field_simp` clears the fractions. `lorenz_eq_sommerfeld_iff` reads off when $S^2=0$, and `seebeck_quadratic` subtracts the two relations to isolate $cS$.
